# A normalised functional obeying the KMS rule for a fermionic annihilator has Fermi occupation

Take a single fermionic level that is either empty, with probability $p_0$, or occupied, with probability $p_1$. In thermal equilibrium $p_0 = e^{s}p_1$, where $s=\beta(\varepsilon-\mu)$ is the level energy measured from the chemical potential in units of temperature. Together with $p_0+p_1=1$ this gives $p_1 = 1/(e^{s}+1)$.

If $a$ is the annihilator and $c$ the creator, the two probabilities are the expectation values of $ac$ and $ca$. The first equation then says that moving $a$ from the left end of an expectation value to the right end costs a factor $e^{s}$, and the second is the anticommutator. Neither mentions a density matrix or a trace. So I would expect the following to hold in any complex algebra containing such a pair: if $\varphi$ is linear, $\varphi(1)=1$, and $\varphi(ax)=e^{s}\varphi(xa)$ for all $x$, then $\varphi(a)=0$ and $\varphi(ca)=1/(e^{s}+1)$. I would assume $s\neq0$, because my argument for $\varphi(a)=0$ divides by $1-e^{s}$. Can this be made rigorous and machine-checked, and is that assumption needed?

## The exchange rule and the anticommutator suffice for every real $s$

The claim holds, and $s\neq 0$ is not needed. The assumed relation $\varphi(ax)=e^{s}\varphi(xa)$ for all $x$ is called the exchange rule below. It is the form that the Kubo–Martin–Schwinger (KMS) condition of thermal equilibrium takes for an annihilator that evolves in time by a phase alone. The pair $a,c$ satisfies

$$a^2=0,\qquad c^2=0,\qquad ac+ca=1 .$$

**The mean of $a$.** Setting $x=1$ in the exchange rule gives $(1-e^{s})\varphi(a)=0$, which says nothing at $s=0$. A better choice of $x$ avoids the division. First,

$$aca=(1-ca)a=a-ca^2=a .$$

Now apply the rule with $x=ca$:

$$\varphi(a)=\varphi(a\,ca)=e^{s}\varphi(ca\,a)=0 .$$

After the exchange two annihilators stand next to each other, and their product is zero whatever the value of $s$.

**The occupation.** The rule with $x=c$ gives $\varphi(ac)=e^{s}\varphi(ca)$. Applying $\varphi$ to the anticommutator gives $\varphi(ac)+\varphi(ca)=\varphi(1)=1$. Hence

$$(e^{s}+1)\,\varphi(ca)=1,\qquad \varphi(ca)=\frac{1}{e^{s}+1}=:f(s).$$

The division is allowed because $e^{s}+1>0$.

**Spectators.** The same steps work with an extra factor $x$ that commutes with $a$. For the mean of $ax$,

$$\varphi(ax)=\varphi(a\,cax)=e^{s}\varphi(caxa)=e^{s}\varphi(caax)=0 .$$

For the occupation,

$$\varphi(acx)=e^{s}\varphi(cxa)=e^{s}\varphi(cax),\qquad \varphi(acx)+\varphi(cax)=\varphi(x),$$

and therefore $\varphi(cax)=f(s)\,\varphi(x)$. The occupation of this mode factorises from $x$, which may be, for instance, the number operator of another mode.

**Adding the rule for the creator.** Suppose also that $\varphi(cx)=e^{-s}\varphi(xc)$ for all $x$. The relations of the mode are symmetric under exchange of $a$ and $c$, so the argument for $\varphi(a)=0$ also gives $\varphi(c)=0$. By linearity, for complex $u,v,w,z$,

$$\varphi(u+va+wc+z\,ca)=u+\frac{z}{e^{s}+1}.$$

The sign of the exponent for $c$ is easily copied wrongly from the rule for $a$. If $c$ carried $e^{+s}$ as well, the swapped argument would give $\varphi(ac)=f(s)$ alongside $\varphi(ca)=f(s)$. Their sum must be 1, so $2f(s)=1$ and $s=0$: for every other $s$ the hypotheses would contradict each other, and a theorem stated with them would be empty.

**Numbers for $s=\ln 3$.** Here $e^{s}=3$, so $\varphi(ca)=1/4$ and $\varphi(ac)=3/4$. In the basis (empty, occupied) the Boltzmann weights are $1$ and $1/3$, with sum $4/3$, and the normalised probabilities are again $3/4$ and $1/4$. For a matrix $X$ with rows $(p,q)$ and $(r,t)$,

$$aX=\begin{pmatrix} r&t\\0&0\end{pmatrix},\qquad Xa=\begin{pmatrix}0&p\\0&r\end{pmatrix}.$$

The thermal averages are $3r/4$ and $r/4$, whose ratio is the required factor 3 whenever $r\ne0$. Both products have a zero in the lower left corner. One can therefore add any multiple $z$ of the lower left entry to the average without disturbing the rule for $a$. The creator has a 1 in that corner, so its mean becomes $z$: the rule for $a$ alone does not determine $\varphi(c)$.

## The Lean file

```lean
import Mathlib

open Matrix

namespace FermiFunctionFromKMS

noncomputable section

variable {A : Type*} [Ring A] [Algebra ℂ A]

/-- One fermionic mode: an annihilator `a` and a creator `c` obeying the canonical
anticommutation relations. -/
structure CARMode {A : Type*} [Ring A] (a c : A) : Prop where
  a_sq : a * a = 0
  c_sq : c * c = 0
  anticomm : a * c + c * a = 1

/-- The KMS exchange rule for the operator `a`: moving `a` from the left end to the right end
of an expectation value costs a factor `exp s`. -/
def IsKMS (φ : A →ₗ[ℂ] ℂ) (s : ℝ) (a : A) : Prop :=
  ∀ x, φ (a * x) = ((Real.exp s : ℝ) : ℂ) * φ (x * a)

/-- The Fermi function of the reduced energy `s`. -/
def fermi (s : ℝ) : ℝ := 1 / (Real.exp s + 1)

omit [Algebra ℂ A] in
/-- Exchanging the roles of annihilator and creator gives again a fermionic mode. -/
theorem CARMode.swap {a c : A} (h : CARMode a c) : CARMode c a :=
  ⟨h.c_sq, h.a_sq, by rw [add_comm]; exact h.anticomm⟩

omit [Algebra ℂ A] in
/-- Annihilating, creating and annihilating again is the same as annihilating once. -/
theorem CARMode.aca {a c : A} (h : CARMode a c) : a * c * a = a := by
  have h1 : a * c = 1 - c * a := eq_sub_of_add_eq h.anticomm
  rw [h1, sub_mul, one_mul, mul_assoc, h.a_sq, mul_zero, sub_zero]

/-- Under the KMS rule for `a`, the expectation value of `a x` vanishes for every `x` that
commutes with `a`. -/
theorem kms_annihilator_mul {a c : A} (h : CARMode a c) {φ : A →ₗ[ℂ] ℂ} {s : ℝ}
    (hk : IsKMS φ s a) {x : A} (hx : x * a = a * x) : φ (a * x) = 0 := by
  have e1 : a * (c * a * x) = a * x := by
    rw [← mul_assoc, ← mul_assoc, h.aca]
  -- after the exchange two annihilators meet
  have e2 : c * a * x * a = 0 := by
    rw [mul_assoc (c * a) x a, hx, ← mul_assoc, mul_assoc c a a, h.a_sq, mul_zero, zero_mul]
  rw [← e1, hk (c * a * x), e2, map_zero, mul_zero]

/-- Under the KMS rule for `a`, the occupation number `c a` factorises from every observable
`x` that commutes with `a`, and contributes the Fermi function. -/
theorem kms_occupation_mul {a c : A} (h : CARMode a c) {φ : A →ₗ[ℂ] ℂ} {s : ℝ}
    (hk : IsKMS φ s a) {x : A} (hx : x * a = a * x) :
    φ (c * a * x) = (fermi s : ℂ) * φ x := by
  -- the exchange rule relates the empty and the occupied weight
  have e1 : φ (a * (c * x)) = ((Real.exp s : ℝ) : ℂ) * φ (c * a * x) := by
    rw [hk (c * x), mul_assoc c x a, hx, ← mul_assoc c a x]
  -- the anticommutator says that the two weights add up to the whole
  have e2 : φ (a * (c * x)) + φ (c * a * x) = φ x := by
    rw [← map_add, ← mul_assoc a c x, ← add_mul, h.anticomm, one_mul]
  have hr : fermi s * (Real.exp s + 1) = 1 := by
    have hpos : Real.exp s + 1 ≠ 0 := by positivity
    unfold fermi
    exact div_mul_cancel₀ 1 hpos
  have hf : (fermi s : ℂ) * (((Real.exp s : ℝ) : ℂ) + 1) = 1 := by
    exact_mod_cast hr
  linear_combination (-φ (c * a * x)) * hf + (fermi s : ℂ) * e2 - (fermi s : ℂ) * e1

/-- For a normalised functional, the KMS rule for the annihilator of one fermionic mode fixes its
mean value to zero and the mean occupation to the Fermi function. -/
theorem kms_fermi_function {a c : A} (h : CARMode a c) {φ : A →ₗ[ℂ] ℂ} {s : ℝ}
    (h1 : φ 1 = 1) (hk : IsKMS φ s a) :
    φ a = 0 ∧ φ (c * a) = 1 / ((Real.exp s : ℝ) + 1 : ℂ) := by
  have hx : (1 : A) * a = a * 1 := by rw [one_mul, mul_one]
  have ha := kms_annihilator_mul h hk hx
  have hn := kms_occupation_mul h hk hx
  rw [mul_one] at ha
  rw [mul_one, h1, mul_one] at hn
  refine ⟨ha, ?_⟩
  rw [hn, fermi, Complex.ofReal_div, Complex.ofReal_add, Complex.ofReal_one]

/-- If `φ` is normalised and obeys the KMS rules for annihilator and creator, with opposite
exponents, its value on every linear combination of `1`, `a`, `c` and `c a` is determined. -/
theorem kms_determines_mode {a c : A} (h : CARMode a c) {φ : A →ₗ[ℂ] ℂ} {s : ℝ}
    (h1 : φ 1 = 1) (hk : IsKMS φ s a) (hk' : IsKMS φ (-s) c) (u v w z : ℂ) :
    φ (u • (1 : A) + v • a + w • c + z • (c * a)) =
      u + z / ((Real.exp s : ℝ) + 1 : ℂ) := by
  obtain ⟨ha, hn⟩ := kms_fermi_function h h1 hk
  have hc := (kms_fermi_function h.swap h1 hk').1
  simp only [map_add, map_smul, smul_eq_mul, h1, ha, hc, hn]
  ring

/-- The annihilator as a matrix in the basis (empty, occupied). -/
def matA : Matrix (Fin 2) (Fin 2) ℂ := !![0, 1; 0, 0]

/-- The creator as a matrix in the basis (empty, occupied). -/
def matC : Matrix (Fin 2) (Fin 2) ℂ := !![0, 0; 1, 0]

/-- The Boltzmann-weighted average of the diagonal entries, with weights `1` and `exp (-s)`,
plus `z` times the lower left entry; at `z = 0` it is the Gibbs functional. -/
def gibbs (s : ℝ) (z : ℂ) : Matrix (Fin 2) (Fin 2) ℂ →ₗ[ℂ] ℂ where
  toFun X := (X 0 0 + ((Real.exp (-s) : ℝ) : ℂ) * X 1 1) / (1 + ((Real.exp (-s) : ℝ) : ℂ))
    + z * X 1 0
  map_add' X Y := by
    simp only [Matrix.add_apply]
    ring
  map_smul' r X := by
    simp only [Matrix.smul_apply, smul_eq_mul, RingHom.id_apply]
    ring

/-- The functional `gibbs s z` evaluated on a matrix given by its four entries. -/
theorem gibbs_entries (s : ℝ) (z p q r t : ℂ) :
    gibbs s z !![p, q; r, t] =
      (p + ((Real.exp (-s) : ℝ) : ℂ) * t) / (1 + ((Real.exp (-s) : ℝ) : ℂ)) + z * r := rfl

/-- The matrices `matA` and `matC` form a fermionic mode. For every complex `z` the functional
`gibbs s z` is normalised and obeys the KMS rule for the annihilator, while the mean value of the
creator is `z`. -/
theorem kms_fermi_function_witness (s : ℝ) (z : ℂ) :
    CARMode matA matC ∧ gibbs s z 1 = 1 ∧ IsKMS (gibbs s z) s matA ∧ gibbs s z matC = z := by
  refine ⟨⟨?_, ?_, ?_⟩, ?_, ?_, ?_⟩
  · ext i j
    fin_cases i <;> fin_cases j <;> simp [matA, Matrix.mul_apply, Fin.sum_univ_two]
  · ext i j
    fin_cases i <;> fin_cases j <;> simp [matC, Matrix.mul_apply, Fin.sum_univ_two]
  · ext i j
    fin_cases i <;> fin_cases j <;> simp [matA, matC]
  · have hr : 1 + Real.exp (-s) ≠ 0 := by positivity
    have hne : 1 + ((Real.exp (-s) : ℝ) : ℂ) ≠ 0 := by exact_mod_cast hr
    rw [Matrix.one_fin_two, gibbs_entries, mul_one, mul_zero, add_zero, div_self hne]
  · intro X
    have hL : matA * X = !![X 1 0, X 1 1; 0, 0] := by
      ext i j
      fin_cases i <;> fin_cases j <;> simp [matA, Matrix.mul_apply, Fin.sum_univ_two]
    have hR : X * matA = !![0, X 0 0; 0, X 1 0] := by
      ext i j
      fin_cases i <;> fin_cases j <;> simp [matA, Matrix.mul_apply, Fin.sum_univ_two]
    -- the ratio of the two Boltzmann weights is the KMS factor
    have hpq : ((Real.exp s : ℝ) : ℂ) * ((Real.exp (-s) : ℝ) : ℂ) = 1 := by
      rw [← Complex.ofReal_mul, ← Real.exp_add, add_neg_cancel, Real.exp_zero,
        Complex.ofReal_one]
    rw [hL, hR, gibbs_entries, gibbs_entries]
    linear_combination (-(X 1 0 / (1 + ((Real.exp (-s) : ℝ) : ℂ)))) * hpq
  · rw [matC, gibbs_entries]
    ring

/-- The Gibbs functional `gibbs s 0` also obeys the KMS rule for the creator, with the opposite
exponent. -/
theorem kms_determines_mode_witness (s : ℝ) : IsKMS (gibbs s 0) (-s) matC := by
  intro X
  have hL : matC * X = !![0, 0; X 0 0, X 0 1] := by
    ext i j
    fin_cases i <;> fin_cases j <;> simp [matC, Matrix.mul_apply, Fin.sum_univ_two]
  have hR : X * matC = !![X 0 1, 0; X 1 1, 0] := by
    ext i j
    fin_cases i <;> fin_cases j <;> simp [matC, Matrix.mul_apply, Fin.sum_univ_two]
  rw [hL, hR, gibbs_entries, gibbs_entries]
  ring

end

end FermiFunctionFromKMS
```

```lean
#print axioms FermiFunctionFromKMS.kms_fermi_function
#print axioms FermiFunctionFromKMS.kms_determines_mode
```

```
'FermiFunctionFromKMS.kms_fermi_function' depends on axioms: [propext, Classical.choice, Quot.sound]
'FermiFunctionFromKMS.kms_determines_mode' depends on axioms: [propext, Classical.choice, Quot.sound]
```

## The algebra, the functional and the thermal condition in Lean

The algebra `A` is any ring with a complex algebra structure. It may be infinite-dimensional and may contain many other modes. The structure `CARMode a c` collects the three relations of the pair. There is no adjoint in the file, so `c` is not required to be $a^\dagger$; only the algebraic relations enter.

The expectation value is `φ : A →ₗ[ℂ] ℂ`, a complex-linear map. Normalisation is the separate hypothesis `φ 1 = 1`. Positivity is not assumed, so the theorems apply to physical states and to other functionals alike.

The thermal input is `IsKMS φ s a`, the exchange rule for all `x` in the algebra. It is assumed, not derived from a Hamiltonian. For a finite system with Gibbs density matrix $\rho$, it follows from $\rho a\rho^{-1}=e^{s}a$ and the cyclic property of the trace, which is the case when removing the particle always lowers $H-\mu N$ by the same amount $\varepsilon-\mu$. The number `s` is real and dimensionless, and its sign convention makes a level above the chemical potential have $s>0$ and occupation below one half.

The general KMS condition relates pairs of observables through time evolution continued to imaginary time. `IsKMS` keeps only its consequence for one operator that evolves by a phase, and the file contains no dynamics. With interactions, an annihilator generally does not evolve by a phase alone, and the hypothesis is then not available in this form.

The main theorem, `kms_fermi_function`, reads: for a mode `a`, `c`, a normalised `φ` and any real `s` such that `φ` obeys the exchange rule for `a`, the value `φ a` is zero and `φ (c * a)` equals $1/(e^{s}+1)$. The exponential is taken in the reals and then regarded as a complex number, because `φ` has complex values.

Three further statements surround it:

- `kms_occupation_mul` is the factorisation $\varphi(cax)=f(s)\varphi(x)$ for `x` commuting with `a`. It does not need `φ 1 = 1`.
- `kms_determines_mode` takes both exchange rules, with exponents `s` and `-s`, and gives the value of `φ` on every combination of `1`, `a`, `c` and `c * a`. In a larger algebra it leaves the other elements open.
- The two witness theorems give examples on 2×2 matrices. The functional `gibbs s z` satisfies all hypotheses of the main theorem for every complex `z` and has mean creator value `z`. At `z = 0` it also obeys the rule for the creator.

For $z\neq0$ the functional in the example is not a physical state: there $c=a^\dagger$, and a state would have $\varphi(c)=\overline{\varphi(a)}=0$. When $c=a^\dagger$, as here, the freedom in $\varphi(c)$ thus comes from allowing functionals that do not respect the adjoint.

For an orbital that is an eigenstate of a non-interacting or mean-field one-electron Hamiltonian, the result is the occupation formula used in finite-temperature electronic structure, obtained here one mode at a time from the exchange rule.

## How the lemmas follow the derivation

`CARMode.aca` proves $aca=a$ by replacing $ac$ with $1-ca$ and using $a^2=0$. `CARMode.swap` states that $(c,a)$ is again a mode, which later allows the result for the annihilator to be applied to the creator.

In `kms_annihilator_mul`, the step `e1` is the identity $a(cax)=ax$. The step `e2` shows $caxa=0$, by moving `a` past `x` with the commutation hypothesis `hx` and then using $a^2=0$. The last line rewrites $\varphi(ax)$ backwards with `e1`, applies the exchange rule to `c * a * x`, and inserts `e2`.

In `kms_occupation_mul`, `e1` is $\varphi(acx)=e^{s}\varphi(cax)$ and `e2` is $\varphi(acx)+\varphi(cax)=\varphi(x)$. The steps `hr` and `hf` establish $f(s)(e^{s}+1)=1$, first over the reals, where positivity shows that the denominator is nonzero, and then over the complex numbers. The final `linear_combination` puts the three equations together, which amounts to

$$f(s)\varphi(x)=f(s)\bigl(\varphi(acx)+\varphi(cax)\bigr)=f(s)(e^{s}+1)\varphi(cax)=\varphi(cax).$$

`kms_fermi_function` applies both lemmas with `x = 1`, which commutes with `a`, and inserts `φ 1 = 1`. `kms_determines_mode` obtains $\varphi(a)$ and $\varphi(ca)$ from the main theorem, and $\varphi(c)=0$ from the same theorem applied to `h.swap` and the exponent `-s`. Linearity does the rest.

For the examples, the matrix relations are checked entry by entry. In `kms_fermi_function_witness` the products `matA * X` and `X * matA` are written out as in the numerical case above, and the exchange rule reduces to $e^{s}e^{-s}=1$, which is `hpq`. In `kms_determines_mode_witness` the corresponding products with `matC` have thermal averages $e^{-s}q/(1+e^{-s})$ and $q/(1+e^{-s})$, where $q$ is the upper right entry `X 0 1`. They differ by exactly the factor $e^{-s}$. These products do have entries in the lower left corner, which is why this second rule is stated for `z = 0`.
